# The finite-difference Fermi velocity of the Hartree–Fock electron gas grows logarithmically with mesh density

For $0<x<1$ let

$$S(x)=-\frac1\pi\left(1+\frac{1-x^2}{2x}\ln\frac{1+x}{1-x}\right),\qquad S(1)=-\frac1\pi .$$

Then

$$\lim_{h\to0^+}\frac{S(1)-S(1-h)}{h\ln(1/h)}=\frac1\pi .$$

Here $S$ is the dimensionless Fock exchange dispersion of the three-dimensional homogeneous electron gas with the bare Coulomb interaction, and $x=k/k_F$ is the wavenumber in units of the Fermi wavenumber $k_F$. In Hartree atomic units the band energy is $E(k)=k^2/2+k_F\,S(k/k_F)$. Divide the interval from $0$ to $k_F$ into $N$ equal parts and let $v_N$ be the difference quotient of $E$ over the last part. This apparent Fermi velocity grows like $\ln N/\pi$.

For metals treated with unscreened exact exchange, the result shows how a velocity read off from neighbouring $k$-points can fail to converge, in a model where the Hartree–Fock dispersion of the infinite electron gas is sampled along a radial line.

## From the exchange dispersion to the mesh velocity

Put $x=1-h$ with $0<h<1$. Then $1-x^2=h(2-h)$ and $(1+x)/(1-x)=(2-h)/h$. The constant $-1/\pi$ cancels in the difference, and division by $h$ gives the secant slope

$$s(h)=\frac{S(1)-S(1-h)}{h}=\frac1\pi\,\frac{2-h}{2(1-h)}\,\ln\frac{2-h}{h}.$$

Split the logarithm into $\ln(2-h)-\ln h$ and subtract $\ln(1/h)/\pi=-\ln h/\pi$. The coefficient of $-\ln h$ becomes

$$\frac{2-h}{2(1-h)}-1=\frac{h}{2(1-h)},$$

so that

$$s(h)-\frac{\ln(1/h)}\pi=\frac1\pi\left[\frac{2-h}{2(1-h)}\ln(2-h)-\frac{h\ln h}{2(1-h)}\right]\longrightarrow\frac{\ln2}\pi,$$

because $h\ln h\to0$. Dividing by $\ln(1/h)\to\infty$ removes the bounded remainder and leaves $s(h)/\ln(1/h)\to1/\pi$, which is the claim. Multiplying by $h$ instead gives $h\,s(h)\to0$, so $S(1-h)\to S(1)$: the value assigned at the Fermi surface is the limit from below.

For the mesh, set $h=1/N$ with $N\ge2$. The kinetic part of the difference quotient is

$$\frac{k_F^2-k_F^2(1-h)^2}{2k_Fh}=k_F\left(1-\frac h2\right),$$

and the exchange part is $k_F\,[S(1)-S(1-h)]/(k_Fh)=s(h)$. Therefore

$$v_N=k_F\left(1-\frac1{2N}\right)+s(1/N),\qquad v_N-\frac{\ln N}\pi\to k_F+\frac{\ln2}\pi .$$

Division by $\ln N$ gives $v_N/\ln N\to1/\pi$. Subtracting the limit for $N$ from the one for $2N$, and using $\ln(2N)-\ln N=\ln2$, gives $v_{2N}-v_N\to\ln2/\pi$. Each doubling of a fine mesh thus adds nearly the same amount to the velocity.

## Dispersion, band and mesh in Lean

```lean
import Mathlib

open Real Filter Topology

namespace FockFermiVelocity

noncomputable section
```

In the file `log` is the natural logarithm and `π` the real number.

```lean
/-- The dimensionless Fock exchange dispersion of the electron gas at `x = k / kF`,
for `0 < x ≤ 1`, with the value `-1/π` at the Fermi surface. -/
def exchangeShape (x : ℝ) : ℝ :=
  if x = 1 then -(1 / π)
  else -(1 / π) * (1 + (1 - x ^ 2) / (2 * x) * log ((1 + x) / (1 - x)))
```

`exchangeShape` is $S$, with its value at $x=1$ set separately. The closed form is taken as the definition; it is not derived from the Fock exchange integral.

```lean
/-- The slope of the exchange dispersion between `1 - h` and the Fermi surface,
for `0 < h < 1`. -/
def secantSlope (h : ℝ) : ℝ := (exchangeShape 1 - exchangeShape (1 - h)) / h
```

`secantSlope` is $s(h)$, a one-sided slope taken from inside the Fermi sphere.

```lean
/-- The Hartree–Fock band energy of the electron gas in Hartree atomic units,
for `0 < k ≤ kF`. -/
def bandEnergy (kF k : ℝ) : ℝ := k ^ 2 / 2 + kF * exchangeShape (k / kF)
```

`bandEnergy` adds the free-electron kinetic energy to the exchange term. The factor `kF` in front of `exchangeShape` restores the energy scale in Hartree atomic units.

```lean
/-- The apparent Fermi velocity on a mesh of spacing `kF / N`: the difference quotient of the
band energy over the last interval below the Fermi surface, for `kF > 0` and `N ≥ 2`. -/
def meshVelocity (kF : ℝ) (N : ℕ) : ℝ :=
  (bandEnergy kF kF - bandEnergy kF (kF - kF / N)) / (kF / N)
```

`meshVelocity kF N` is $v_N$. The mesh enters only through the spacing of the difference quotient: the dispersion itself is that of the infinite system. A calculation in which the exchange integral is also summed over a finite $k$-mesh has further errors that this model leaves out, and screening is absent as well.

## The logarithm at the Fermi surface

```lean
/-- Closed form of the exchange slope over a finite interval below the Fermi surface. -/
theorem secantSlope_eq {h : ℝ} (h0 : 0 < h) (h1 : h < 1) :
    secantSlope h = 1 / π * ((2 - h) / (2 * (1 - h))) * log ((2 - h) / h) := by
  have hne : 1 - h ≠ 1 := by linarith
  have hd : 1 - h ≠ 0 := by linarith
  have hh : h ≠ 0 := h0.ne'
  have hpi : π ≠ 0 := pi_ne_zero
  have e : (1 + (1 - h)) / (1 - (1 - h)) = (2 - h) / h := by
    rw [show 1 + (1 - h) = 2 - h by ring, show 1 - (1 - h) = h by ring]
  unfold secantSlope exchangeShape
  rw [if_pos rfl, if_neg hne, e]
  generalize log ((2 - h) / h) = L
  field_simp
  ring
```

This is the closed form of $s(h)$ for $0<h<1$. The rewriting step `e` simplifies the argument of the logarithm. The logarithm is then replaced by a letter `L`, and `field_simp` and `ring` check the remaining algebra.

```lean
/-- After subtraction of `ln(1/h)/π`, the exchange slope at the Fermi surface tends to
`ln 2 / π` as the interval shrinks. -/
theorem secantSlope_sub_log_tendsto :
    Tendsto (fun h : ℝ => secantSlope h - log (1 / h) / π) (𝓝[>] 0) (𝓝 (log 2 / π)) := by
  have hA : ContinuousAt (fun h : ℝ => (2 - h) / (2 * (1 - h))) 0 :=
    ContinuousAt.div (by fun_prop) (by fun_prop) (by norm_num)
  have hL : ContinuousAt (fun h : ℝ => log (2 - h)) 0 :=
    ContinuousAt.log (by fun_prop) (by norm_num)
  -- the remaining logarithm is multiplied by `h` and so is harmless
  have hM : ContinuousAt (fun h : ℝ => h * log h / (2 * (1 - h))) 0 :=
    ContinuousAt.div Real.continuous_mul_log.continuousAt (by fun_prop) (by norm_num)
  have hg : ContinuousAt (fun h : ℝ => 1 / π *
      ((2 - h) / (2 * (1 - h)) * log (2 - h) - h * log h / (2 * (1 - h)))) 0 :=
    continuousAt_const.mul ((hA.mul hL).sub hM)
  have e : log 2 / π = 1 / π *
      ((2 - 0) / (2 * (1 - 0)) * log (2 - 0) - 0 * log 0 / (2 * (1 - 0))) := by
    rw [sub_zero, sub_zero]
    ring
  rw [e]
  refine Tendsto.congr' ?_ (hg.tendsto.mono_left nhdsWithin_le_nhds)
  filter_upwards [Ioo_mem_nhdsGT (zero_lt_one' ℝ)] with h hh
  have h2 : 2 - h ≠ 0 := by linarith [hh.2]
  have hd : 1 - h ≠ 0 := by linarith [hh.2]
  have hpi : π ≠ 0 := pi_ne_zero
  rw [secantSlope_eq hh.1 hh.2, Real.log_div h2 hh.1.ne', one_div h, Real.log_inv]
  generalize log (2 - h) = A
  generalize log h = B
  field_simp
  ring
```

The notation `𝓝[>] 0` means $h\to0^+$. The facts `hA`, `hL` and `hM` give continuity at zero for the three parts of the bracket found by hand; `hM` contains the limit $h\ln h\to0$. `Tendsto.congr'` then transfers the limit to the original expression, since the two functions agree for $0<h<1$.

```lean
/-- The exchange dispersion approaches its Fermi-surface value continuously from below. -/
theorem exchangeShape_tendsto :
    Tendsto (fun h : ℝ => exchangeShape (1 - h)) (𝓝[>] 0) (𝓝 (exchangeShape 1)) := by
  have hid : Tendsto (fun h : ℝ => h) (𝓝[>] 0) (𝓝 0) :=
    tendsto_id.mono_left nhdsWithin_le_nhds
  have hlog : Tendsto (fun h : ℝ => h * log h) (𝓝[>] 0) (𝓝 (0 * log 0)) :=
    (Real.continuous_mul_log.tendsto 0).mono_left nhdsWithin_le_nhds
  have ht := (tendsto_const_nhds (x := exchangeShape 1)).sub
    ((hid.mul secantSlope_sub_log_tendsto).sub (hlog.div_const π))
  have e : exchangeShape 1 =
      exchangeShape 1 - (0 * (log 2 / π) - 0 * log 0 / π) := by ring
  rw [e]
  refine Tendsto.congr' ?_ ht
  filter_upwards [self_mem_nhdsWithin] with h hh
  have hne : h ≠ 0 := ne_of_gt hh
  have hs : h * secantSlope h = exchangeShape 1 - exchangeShape (1 - h) := by
    unfold secantSlope
    exact mul_div_cancel₀ _ hne
  rw [one_div, Real.log_inv]
  linear_combination -hs
```

The proof writes $S(1-h)=S(1)-h\,s(h)$ and splits $h\,s(h)$ into $h$ times the convergent remainder and $-h\ln h/\pi$. Both tend to zero.

```lean
/-- The difference in the dimensionless exchange dispersion between `1 - h` and `1`, divided by `h
ln(1/h)`, tends to `1/π`. -/
theorem exchange_difference_log_law :
    Tendsto (fun h : ℝ => (exchangeShape 1 - exchangeShape (1 - h)) / (h * log (1 / h)))
      (𝓝[>] 0) (𝓝 (1 / π)) := by
  have hlog : Tendsto (fun h : ℝ => log (1 / h)) (𝓝[>] 0) atTop := by
    simp only [one_div]
    exact Real.tendsto_log_atTop.comp tendsto_inv_nhdsGT_zero
  -- the bounded remainder disappears on division by the diverging logarithm
  have ht := (secantSlope_sub_log_tendsto.div_atTop hlog).add_const (1 / π)
  rw [zero_add] at ht
  refine Tendsto.congr' ?_ ht
  filter_upwards [Ioo_mem_nhdsGT (zero_lt_one' ℝ)] with h hh
  have hL : 0 < log (1 / h) := Real.log_pos (one_lt_one_div hh.1 hh.2)
  have hne : h ≠ 0 := hh.1.ne'
  have hpi : π ≠ 0 := pi_ne_zero
  have key : ∀ a L : ℝ, L ≠ 0 → (a / h - L / π) / L + 1 / π = a / (h * L) := by
    intro a L hL
    field_simp
    ring
  exact key _ _ hL.ne'
```

This is the limit stated at the start. `div_atTop` says that a convergent quantity divided by a diverging one tends to zero, and `add_const` puts back the $1/\pi$ from the subtracted logarithm. The identity `key` reassembles the quotient.

## Growth under mesh refinement

```lean
/-- The apparent Fermi velocity is a kinetic part plus the exchange slope over one
mesh interval. -/
theorem meshVelocity_eq {kF : ℝ} (hk : 0 < kF) {N : ℕ} (hN : 2 ≤ N) :
    meshVelocity kF N = kF * (1 - 1 / (N : ℝ) / 2) + secantSlope (1 / (N : ℝ)) := by
  have hk0 : kF ≠ 0 := hk.ne'
  have hN0 : (N : ℝ) ≠ 0 := Nat.cast_ne_zero.mpr (by omega)
  have e : (kF - kF / N) / kF = 1 - 1 / (N : ℝ) := by field_simp
  unfold meshVelocity bandEnergy secantSlope
  rw [div_self hk0, e]
  generalize exchangeShape 1 = a
  generalize exchangeShape (1 - 1 / (N : ℝ)) = b
  field_simp
  ring
```

The hypotheses `0 < kF` and `2 ≤ N` keep the sampled wavenumber strictly between zero and $k_F$. The proof cancels $k_F$ in the argument of $S$ and then separates the kinetic and exchange parts.

```lean
/-- On a mesh with `N` intervals up to `kF`, the apparent Fermi velocity minus `ln N / π`
tends to `kF + ln 2 / π`. -/
theorem meshVelocity_sub_log_tendsto {kF : ℝ} (hk : 0 < kF) :
    Tendsto (fun N : ℕ => meshVelocity kF N - log N / π) atTop (𝓝 (kF + log 2 / π)) := by
  have h0 : Tendsto (fun N : ℕ => 1 / (N : ℝ)) atTop (𝓝 0) :=
    tendsto_one_div_atTop_nhds_zero_nat
  have hpos : Tendsto (fun N : ℕ => 1 / (N : ℝ)) atTop (𝓝[>] 0) := by
    refine tendsto_nhdsWithin_iff.mpr ⟨h0, ?_⟩
    filter_upwards [eventually_gt_atTop 0] with N hN
    have hN' : (0 : ℝ) < (N : ℝ) := Nat.cast_pos.mpr hN
    have hinv : (0 : ℝ) < 1 / (N : ℝ) := one_div_pos.mpr hN'
    exact hinv
  have ht := (((tendsto_const_nhds (x := (1 : ℝ))).sub (h0.div_const 2)).const_mul kF).add
    (secantSlope_sub_log_tendsto.comp hpos)
  have e : kF + log 2 / π = kF * (1 - 0 / 2) + log 2 / π := by ring
  rw [e]
  refine Tendsto.congr' ?_ ht
  filter_upwards [eventually_ge_atTop 2] with N hN
  simp only [Function.comp_apply, one_div_one_div]
  rw [meshVelocity_eq hk hN]
  ring
```

Here `atTop` means $N\to\infty$ at fixed $k_F$. The step `hpos` shows that $1/N$ tends to zero through positive values, so the limit for $s(h)$ applies along this sequence. The kinetic part tends to $k_F$.

```lean
/-- The apparent Fermi velocity grows logarithmically with the mesh density, with
coefficient `1/π`. -/
theorem meshVelocity_div_log_tendsto {kF : ℝ} (hk : 0 < kF) :
    Tendsto (fun N : ℕ => meshVelocity kF N / log N) atTop (𝓝 (1 / π)) := by
  have hlog : Tendsto (fun N : ℕ => log (N : ℝ)) atTop atTop :=
    Real.tendsto_log_atTop.comp tendsto_natCast_atTop_atTop
  have ht := ((meshVelocity_sub_log_tendsto hk).div_atTop hlog).add_const (1 / π)
  rw [zero_add] at ht
  refine Tendsto.congr' ?_ ht
  filter_upwards [hlog.eventually_gt_atTop 0] with N hN
  have hL : log (N : ℝ) ≠ 0 := ne_of_gt hN
  rw [sub_div, div_right_comm, div_self hL]
  ring
```

The argument is the same as for the exchange difference, with $\ln N$ as the diverging denominator. The coefficient $1/\pi$ does not depend on $k_F$; the density enters $v_N$ through the kinetic part alone.

```lean
/-- Doubling the mesh density raises the apparent Fermi velocity by an amount that tends
to `ln 2 / π`. -/
theorem meshVelocity_doubling {kF : ℝ} (hk : 0 < kF) :
    Tendsto (fun N : ℕ => meshVelocity kF (2 * N) - meshVelocity kF N) atTop
      (𝓝 (log 2 / π)) := by
  have h2 : Tendsto (fun N : ℕ => 2 * N) atTop atTop :=
    tendsto_atTop_mono (fun N => by simp only [id]; omega) tendsto_id
  have hv := meshVelocity_sub_log_tendsto hk
  have ht := ((hv.comp h2).sub hv).add_const (log 2 / π)
  rw [sub_self, zero_add] at ht
  refine Tendsto.congr' ?_ ht
  filter_upwards [eventually_gt_atTop 0] with N hN
  have hN0 : (N : ℝ) ≠ 0 := Nat.cast_ne_zero.mpr (by omega)
  simp only [Function.comp_apply, Nat.cast_mul, Nat.cast_ofNat]
  rw [Real.log_mul two_ne_zero hN0]
  ring

end

end FockFermiVelocity
```

The theorem `hv` is used once along $2N$ and once along $N$. The two limits cancel, and `Real.log_mul` supplies the $\ln2$ that remains. In atomic units the increment is about $0.22$, so in a convergence test that compares $v_N$ with $v_{2N}$ the difference settles near this value as the mesh is refined and does not tend to zero.

```lean
#print axioms FockFermiVelocity.exchangeShape_tendsto
#print axioms FockFermiVelocity.exchange_difference_log_law
#print axioms FockFermiVelocity.meshVelocity_div_log_tendsto
#print axioms FockFermiVelocity.meshVelocity_doubling
```

```
'FockFermiVelocity.exchangeShape_tendsto' depends on axioms: [propext, Classical.choice, Quot.sound]
'FockFermiVelocity.exchange_difference_log_law' depends on axioms: [propext, Classical.choice, Quot.sound]
'FockFermiVelocity.meshVelocity_div_log_tendsto' depends on axioms: [propext, Classical.choice, Quot.sound]
'FockFermiVelocity.meshVelocity_doubling' depends on axioms: [propext, Classical.choice, Quot.sound]
```
